# Donor–acceptor two-state model: the polarizability peaks at zero detuning, the third-order response where the detuning matches the coupling in size

The ground-state energy is defined here through the eigenvectors of a Hamiltonian, and the responses are derivatives of that energy with respect to a static field. The closed formulas are then theorems about the model and not its definition.

The Hamiltonian is
$$H(x)=\begin{pmatrix}x/2&-t\\-t&-x/2\end{pmatrix},\qquad x=V-mF .$$
Here $t>0$ is the coupling between the donor and acceptor states, $V$ is their energy difference at zero field (the detuning), $F$ is the field, and $m\neq0$ is the difference of their dipole moments along the field. Let $E(F)$ be the lower eigenvalue. The response of order $n$ is minus the $n$-th derivative of $E$ at $F=0$, with no factorial divided out. Order two is the polarizability; orders three and four are the first and second hyperpolarizabilities in the Taylor convention.

## Three closed forms and their extrema

With the zero-field level splitting $g=\sqrt{V^2+4t^2}$,
$$-E''=\frac{2m^2t^2}{g^3},\qquad -E'''=\frac{6m^3t^2V}{g^5},\qquad -E''''=\frac{24m^4t^2(V^2-t^2)}{g^7}.$$

As $V$ runs over the real numbers with $t$ and $m$ fixed:

- The polarizability is largest exactly at $V=0$, with value $m^2/(4t)$.
- The third-order response vanishes at $V=0$, and its magnitude is largest exactly at $|V|=t$.
- The fourth-order response is negative exactly when $|V|<t$.

## A reference case for finite-field and Sternheimer codes

For a non-interacting, static problem with the Hamiltonian $H(x)$ above, these formulas give reference values for a Sternheimer solver or a finite-field differentiation routine. At $V=0$ the polarizability is at its largest, but the point tests the third order poorly: the exact third-order value is zero, so a relative error is undefined and a wrong prefactor goes unnoticed. At $V=\pm t$ the third-order signal is at its strongest, but the exact fourth-order value is zero there, so the fourth order has to be tested at another detuning.

The fourth-order sign also gives the direction of the leading truncation error in a finite-field polarizability. By Taylor expansion, the central difference with field step $h$ gives
$$-\frac{E(h)-2E(0)+E(-h)}{h^2}=-E''(0)-\frac{h^2}{12}E''''(0)+O(h^4).$$
In exact arithmetic and for sufficiently small nonzero $h$, the estimate is therefore too low when $|V|<t$ and too high when $|V|>t$. In floating-point arithmetic, rounding error can hide this sign when $h$ is very small.

## From the secular equation to the fourth derivative

The secular equation of $H(x)$ is $e^2=x^2/4+t^2$. Write $g(x)=\sqrt{x^2+4t^2}$. The levels are $\pm g(x)/2$, so $E=-g(x)/2$.

Since $dx/dF=-m$, the splitting obeys $dg/dF=-mx/g$. The first derivative is
$$E'=\frac{mx}{2g}.$$
Differentiating again and using $g^2-x^2=4t^2$,
$$E''=\frac m2\cdot\frac{-mg+mx^2/g}{g^2}=-\frac{m^2(g^2-x^2)}{2g^3}=-\frac{2m^2t^2}{g^3}.$$
The next derivative acts only on $g^{-3}$:
$$E'''=\frac{6m^2t^2}{g^4}\cdot\left(-\frac{mx}{g}\right)=-\frac{6m^3t^2x}{g^5}.$$
For the fourth, use $g^2-5x^2=4(t^2-x^2)$:
$$E''''=-6m^3t^2\left(-\frac{m}{g^5}+\frac{5mx^2}{g^7}\right)=\frac{6m^4t^2(g^2-5x^2)}{g^7}=\frac{24m^4t^2(t^2-x^2)}{g^7}.$$
Setting $F=0$ replaces $x$ by $V$ and gives the closed forms above.

**Second order.** The numerator does not depend on $V$, and $g$ has its only minimum at $V=0$, where $g=2t$. The peak value is $2m^2t^2/(8t^3)=m^2/(4t)$.

**Third order.** The squared response is
$$(E''')^2=\frac{36m^6t^4V^2}{(V^2+4t^2)^5}.$$
At $V=t$ the denominator is $(5t^2)^5=3125\,t^{10}$. Comparing a general $V$ with $V=t$ by cross-multiplication, up to a positive common factor, leaves
$$t^2(V^2+4t^2)^5-3125\,t^{10}V^2=t^2(V^2-t^2)^2\left(V^6+22V^4t^2+203V^2t^4+1024t^6\right).$$
The last factor is positive, so the difference is positive unless $V^2=t^2$. Both signs of $V$ give the same square, hence the maximum of $|E'''|$ is attained exactly at $V=\pm t$.

**Fourth order.** Every factor except $V^2-t^2$ is positive, so the sign is that of $V^2-t^2$.

## The Lean file

```lean
import Mathlib

open Matrix

noncomputable section

namespace DonorAcceptorResponse

/-- The two-state donor-acceptor Hamiltonian with detuning `x` and coupling `t`. -/
def hamiltonian (t x : ℝ) : Matrix (Fin 2) (Fin 2) ℝ := !![x / 2, -t; -t, -x / 2]

/-- The energy levels: the numbers that have a nonzero eigenvector of the Hamiltonian. -/
def levels (t x : ℝ) : Set ℝ :=
  {e | ∃ v : Fin 2 → ℝ, v ≠ 0 ∧ hamiltonian t x *ᵥ v = e • v}

/-- The ground-state energy, the infimum of the energy levels. -/
def groundEnergy (t x : ℝ) : ℝ := sInf (levels t x)

/-- The ground-state energy in a field `F`, which shifts the detuning to `V - m F`. -/
def energy (t m V F : ℝ) : ℝ := groundEnergy t (V - m * F)

/-- The response of order `n`: minus the `n`-th field derivative of the energy at zero field. -/
def response (n : ℕ) (t m V : ℝ) : ℝ := -iteratedDeriv n (energy t m V) 0

/-- The level splitting `√(x² + 4t²)`. -/
def gap (t x : ℝ) : ℝ := √(x ^ 2 + 4 * t ^ 2)

/-- The splitting is positive when the coupling is positive. -/
theorem gap_pos {t : ℝ} (ht : 0 < t) (x : ℝ) : 0 < gap t x :=
  Real.sqrt_pos.mpr (by positivity)

/-- The square of the splitting is `x² + 4t²`. -/
theorem gap_sq (t x : ℝ) : gap t x ^ 2 = x ^ 2 + 4 * t ^ 2 :=
  Real.sq_sqrt (by positivity)

/-- For positive coupling the energy levels are minus and plus half the splitting. -/
theorem levels_eq {t : ℝ} (ht : 0 < t) (x : ℝ) :
    levels t x = {-(gap t x / 2), gap t x / 2} := by
  have hg := gap_sq t x
  ext e
  -- the secular equation
  have key : e ∈ levels t x ↔ e ^ 2 = x ^ 2 / 4 + t ^ 2 := by
    constructor
    · rintro ⟨v, hv, h⟩
      have h0 : x / 2 * v 0 - t * v 1 = e * v 0 := by
        have := congrFun h 0
        simp [hamiltonian, Matrix.mulVec, dotProduct, Fin.sum_univ_two] at this
        linarith
      have h1 : -t * v 0 - x / 2 * v 1 = e * v 1 := by
        have := congrFun h 1
        simp [hamiltonian, Matrix.mulVec, dotProduct, Fin.sum_univ_two] at this
        linarith
      by_contra hne
      have hne' : e ^ 2 - (x ^ 2 / 4 + t ^ 2) ≠ 0 := sub_ne_zero.mpr hne
      have p0 : (e ^ 2 - (x ^ 2 / 4 + t ^ 2)) * v 0 = 0 := by
        linear_combination (-(x / 2 + e)) * h0 + t * h1
      have p1 : (e ^ 2 - (x ^ 2 / 4 + t ^ 2)) * v 1 = 0 := by
        linear_combination t * h0 + (x / 2 - e) * h1
      have a0 := (mul_eq_zero.mp p0).resolve_left hne'
      have a1 := (mul_eq_zero.mp p1).resolve_left hne'
      apply hv
      funext i
      fin_cases i <;> simp [a0, a1]
    · intro h
      refine ⟨![t, x / 2 - e], fun h0 => ht.ne' (by simpa using congrFun h0 0), ?_⟩
      ext i
      fin_cases i
      · simp [hamiltonian, Matrix.mulVec, dotProduct, Fin.sum_univ_two]
        ring
      · simp [hamiltonian, Matrix.mulVec, dotProduct, Fin.sum_univ_two]
        linear_combination h
  rw [key, Set.mem_insert_iff, Set.mem_singleton_iff]
  constructor
  · intro h
    have hz : (e + gap t x / 2) * (e - gap t x / 2) = 0 := by
      linear_combination h - hg / 4
    rcases mul_eq_zero.mp hz with h | h
    · left; linarith
    · right; linarith
  · rintro (h | h) <;> rw [h] <;> linear_combination hg / 4

/-- The splitting changes with the field at the rate `-m x / gap`, where `x = V - m F`,
for positive coupling. -/
theorem gap_hasDerivAt {t : ℝ} (ht : 0 < t) (m V F : ℝ) :
    HasDerivAt (fun F => gap t (V - m * F))
      (-(m * (V - m * F)) / gap t (V - m * F)) F := by
  have hx : HasDerivAt (fun F => V - m * F) (-m) F := by
    simpa using ((hasDerivAt_id F).const_mul m).const_sub V
  have hne : (V - m * F) ^ 2 + 4 * t ^ 2 ≠ 0 := by positivity
  refine (((hx.fun_pow 2).add_const (4 * t ^ 2)).sqrt hne).congr_deriv ?_
  simp only [gap, Nat.cast_ofNat, Nat.reduceSub, pow_one]
  ring

/-- Closed forms of the second-, third- and fourth-order responses for positive coupling. -/
theorem response_formulas {t : ℝ} (ht : 0 < t) (m V : ℝ) :
    response 2 t m V = 2 * m ^ 2 * t ^ 2 / gap t V ^ 3 ∧
    response 3 t m V = 6 * m ^ 3 * t ^ 2 * V / gap t V ^ 5 ∧
    response 4 t m V = 24 * m ^ 4 * t ^ 2 * (V ^ 2 - t ^ 2) / gap t V ^ 7 := by
  have hx (F : ℝ) : HasDerivAt (fun F => V - m * F) (-m) F := by
    simpa using ((hasDerivAt_id F).const_mul m).const_sub V
  have hg := gap_hasDerivAt ht m V
  have hp (F : ℝ) : gap t (V - m * F) ≠ 0 := (gap_pos ht _).ne'
  have ht2 (F : ℝ) : t ^ 2 = (gap t (V - m * F) ^ 2 - (V - m * F) ^ 2) / 4 := by
    linarith [gap_sq t (V - m * F)]
  -- the ground state is the lower of the two levels
  have e0 : energy t m V = fun F => -(gap t (V - m * F) / 2) := by
    funext F
    rw [energy, groundEnergy, levels_eq ht, csInf_pair]
    exact inf_eq_left.mpr (by linarith [gap_pos ht (V - m * F)])
  -- successive field derivatives
  have e1 : iteratedDeriv 1 (energy t m V) =
      fun F => m * (V - m * F) / (2 * gap t (V - m * F)) := by
    rw [iteratedDeriv_one, e0]
    funext F
    exact (((hg F).div_const 2).fun_neg.congr_deriv (by ring)).deriv
  have e2 : iteratedDeriv 2 (energy t m V) =
      fun F => -(2 * m ^ 2 * t ^ 2) / gap t (V - m * F) ^ 3 := by
    refine (iteratedDeriv_succ (n := 1)).trans ?_
    rw [e1]
    funext F
    refine ((((hx F).const_mul m).fun_div ((hg F).const_mul 2)
      (mul_ne_zero two_ne_zero (hp F))).congr_deriv ?_).deriv
    have h := hp F
    have h2 := ht2 F
    generalize gap t (V - m * F) = g at h h2 ⊢
    generalize V - m * F = x at h2 ⊢
    rw [h2]
    field_simp
    ring
  have e3 : iteratedDeriv 3 (energy t m V) =
      fun F => -(6 * m ^ 3 * t ^ 2) * (V - m * F) / gap t (V - m * F) ^ 5 := by
    refine (iteratedDeriv_succ (n := 2)).trans ?_
    rw [e2]
    funext F
    refine (((hasDerivAt_const F (-(2 * m ^ 2 * t ^ 2))).fun_div ((hg F).fun_pow 3)
      (pow_ne_zero 3 (hp F))).congr_deriv ?_).deriv
    have h := hp F
    generalize gap t (V - m * F) = g at h ⊢
    generalize V - m * F = x
    simp only [Nat.cast_ofNat, Nat.reduceSub]
    field_simp
    ring
  have e4 : iteratedDeriv 4 (energy t m V) =
      fun F => 24 * m ^ 4 * t ^ 2 * (t ^ 2 - (V - m * F) ^ 2) / gap t (V - m * F) ^ 7 := by
    refine (iteratedDeriv_succ (n := 3)).trans ?_
    rw [e3]
    funext F
    refine ((((hx F).const_mul (-(6 * m ^ 3 * t ^ 2))).fun_div ((hg F).fun_pow 5)
      (pow_ne_zero 5 (hp F))).congr_deriv ?_).deriv
    have h := hp F
    have h2 := ht2 F
    generalize gap t (V - m * F) = g at h h2 ⊢
    generalize V - m * F = x at h2 ⊢
    simp only [Nat.cast_ofNat, Nat.reduceSub]
    rw [h2]
    field_simp
    ring
  refine ⟨?_, ?_, ?_⟩ <;> simp only [response, e2, e3, e4, mul_zero, sub_zero] <;> ring

/-- For `t > 0` and `m ≠ 0`, the polarizability at any nonzero `V` is below that at `V = 0`. -/
theorem polarizability_lt {t m V : ℝ} (ht : 0 < t) (hm : m ≠ 0) (hV : V ≠ 0) :
    response 2 t m V < response 2 t m 0 := by
  rw [(response_formulas ht m V).1, (response_formulas ht m 0).1]
  have hV2 : 0 < V ^ 2 := by positivity
  have hlt : gap t 0 < gap t V := Real.sqrt_lt_sqrt (by positivity) (by linarith)
  exact div_lt_div_of_pos_left (by positivity) (pow_pos (gap_pos ht 0) 3)
    (pow_lt_pow_left₀ hlt (gap_pos ht 0).le (by norm_num))

/-- For `t > 0`, the polarizability at `V = 0` is `m² / (4t)`. -/
theorem polarizability_peak {t : ℝ} (ht : 0 < t) (m : ℝ) :
    response 2 t m 0 = m ^ 2 / (4 * t) := by
  have h : gap t 0 = 2 * t := by
    rw [gap, show (0 : ℝ) ^ 2 + 4 * t ^ 2 = (2 * t) ^ 2 by ring,
      Real.sqrt_sq (by positivity)]
  rw [(response_formulas ht m 0).1, h]
  field_simp
  ring

/-- For `t > 0` and `m ≠ 0`, the squared third-order response at any `V` with `V² ≠ t²`
is below that at `V = t`. -/
theorem third_order_sq_lt {t m V : ℝ} (ht : 0 < t) (hm : m ≠ 0) (hV : V ^ 2 ≠ t ^ 2) :
    response 3 t m V ^ 2 < response 3 t m t ^ 2 := by
  have hs (W : ℝ) : response 3 t m W ^ 2 =
      36 * m ^ 6 * t ^ 4 * W ^ 2 / (W ^ 2 + 4 * t ^ 2) ^ 5 := by
    rw [(response_formulas ht m W).2.1, ← gap_sq]
    ring
  rw [hs, hs, div_lt_div_iff₀ (by positivity) (by positivity)]
  have hd : 0 < (V ^ 2 - t ^ 2) ^ 2 :=
    lt_of_le_of_ne (sq_nonneg _) (pow_ne_zero 2 (sub_ne_zero.mpr hV)).symm
  -- the difference of the two sides has a double zero at V² = t²
  have hpos : 0 < 36 * m ^ 6 * t ^ 6 * (V ^ 2 - t ^ 2) ^ 2 *
      (V ^ 6 + 22 * V ^ 4 * t ^ 2 + 203 * V ^ 2 * t ^ 4 + 1024 * t ^ 6) :=
    mul_pos (mul_pos (by positivity) hd) (by positivity)
  refine sub_pos.mp (hpos.trans_eq ?_)
  ring

/-- For `t > 0` and `m ≠ 0`: the polarizability is largest exactly at `V = 0`, where the
third-order response vanishes; the latter is largest in magnitude exactly at `|V| = t`; and the
fourth-order response is negative exactly for `|V| < t`. -/
theorem donor_acceptor_response {t m : ℝ} (ht : 0 < t) (hm : m ≠ 0) (V : ℝ) :
    ((∀ W, response 2 t m W ≤ response 2 t m V) ↔ V = 0) ∧
    response 3 t m 0 = 0 ∧
    ((∀ W, |response 3 t m W| ≤ |response 3 t m V|) ↔ |V| = t) ∧
    (response 4 t m V < 0 ↔ |V| < t) := by
  refine ⟨⟨fun h => ?_, fun h W => ?_⟩, ?_, ⟨fun h => ?_, fun h W => ?_⟩, ?_⟩
  · by_contra hV
    exact not_lt_of_ge (h 0) (polarizability_lt ht hm hV)
  · subst h
    by_cases hW : W = 0
    · rw [hW]
    · exact (polarizability_lt ht hm hW).le
  · rw [(response_formulas ht m 0).2.1, mul_zero, zero_div]
  · by_contra hV
    have hV2 : V ^ 2 ≠ t ^ 2 := fun h2 => hV (by
      rw [← abs_of_pos ht]
      exact (sq_eq_sq_iff_abs_eq_abs V t).mp h2)
    exact not_lt_of_ge (h t) (sq_lt_sq.mp (third_order_sq_lt ht hm hV2))
  · -- the squared response depends on V only through V²
    have hs (U : ℝ) (hU : U ^ 2 = t ^ 2) : response 3 t m U ^ 2 = response 3 t m t ^ 2 := by
      have hgU : gap t U = gap t t := by rw [gap, gap, hU]
      rw [(response_formulas ht m U).2.1, (response_formulas ht m t).2.1, hgU,
        div_pow, div_pow, mul_pow, mul_pow _ t, hU]
    have hV2 : V ^ 2 = t ^ 2 := by rw [← h, sq_abs]
    apply sq_le_sq.mp
    rw [hs V hV2]
    by_cases hW : W ^ 2 = t ^ 2
    · exact (hs W hW).le
    · exact (third_order_sq_lt ht hm hW).le
  · have hK : 0 < 24 * m ^ 4 * t ^ 2 := by positivity
    rw [(response_formulas ht m V).2.2, div_lt_iff₀ (pow_pos (gap_pos ht V) 7), zero_mul]
    have hsq : V ^ 2 < t ^ 2 ↔ |V| < t := by rw [sq_lt_sq, abs_of_pos ht]
    rw [← hsq]
    constructor
    · intro h
      by_contra hn
      have := mul_nonneg hK.le (sub_nonneg.mpr (not_lt.mp hn))
      linarith
    · intro h
      exact mul_neg_of_pos_of_neg hK (by linarith)

end DonorAcceptorResponse
```

```lean
#print axioms DonorAcceptorResponse.polarizability_peak
#print axioms DonorAcceptorResponse.donor_acceptor_response
```

```
'DonorAcceptorResponse.polarizability_peak' depends on axioms: [propext, Classical.choice, Quot.sound]
'DonorAcceptorResponse.donor_acceptor_response' depends on axioms: [propext, Classical.choice, Quot.sound]
```

## What the theorems say about the model, and where they stop

**Objects.** `hamiltonian t x` is the matrix above. `levels t x` is the set of real numbers that have a nonzero eigenvector, and `groundEnergy` is its infimum. `energy t m V F` inserts `V - m * F` for the detuning. `response n t m V` is minus the `n`-th iterated derivative in the field, taken at zero.

**The final statement.** `donor_acceptor_response` assumes `0 < t` and `m ≠ 0`, and has four clauses for a given real `V`. The first says that `response 2` at `V` is at least its value at every real `W` if and only if `V = 0`. The second says that `response 3` is zero at zero detuning. The third says that `|response 3|` at `V` is a global maximum if and only if `|V| = t`. The fourth says that `response 4` is negative if and only if `|V| < t`. The closed forms and the peak value are separate theorems, `response_formulas` and `polarizability_peak`.

**Spectrum and derivatives.** `levels_eq` combines the two components of the eigenvector equation to show that $e^2-x^2/4-t^2$ times each component vanishes. A nonzero vector then forces the secular equation. Conversely, for each $e$ that solves the secular equation, the proof supplies the eigenvector $(t,\;x/2-e)$, which is nonzero because $t>0$. In `response_formulas`, the infimum of the two levels becomes $-g/2$, and `gap_hasDerivAt` supplies $dg/dF$. Each further derivative comes from the quotient rule, with `field_simp` and `ring` doing the algebra. In the second and fourth orders, `ht2` replaces $t^2$ by $(g^2-x^2)/4$. Lean's `iteratedDeriv` returns a number even for a function that is not differentiable, but here every step is backed by a `HasDerivAt` statement, so these are true derivatives.

**Extrema and sign.** `polarizability_lt` uses the strict growth of the splitting away from $V=0$. `third_order_sq_lt` proves the strict inequality for squares through the factorised polynomial, whose expansion `ring` verifies. The final theorem turns these strict inequalities into the "exactly" statements, using `sq_lt_sq` and `sq_le_sq` to pass between squares and absolute values, and reads the fourth-order sign from the numerator.

**Hypotheses.** If $m=0$, the field does not act, all responses of order one and higher vanish, and every $V$ is a maximiser of the polarizability and of the third-order magnitude. If $t=0$, the levels cross at $x=0$ and the ground energy has a kink there, so the polarizability at $V=0$ does not exist. The condition $t>0$ also fixes a sign convention: flipping the sign of one basis state changes $t$ to $-t$ without changing the levels.

**Scope.** The model has two states, a static field, and parameters $t$ and $m$ that do not depend on $V$ or $F$. In particular, the dipole operator has no matrix element between the donor and acceptor states. It contains no electron–electron interaction, no self-consistent density response, no exchange–correlation kernel and no frequency dependence. In a molecule where changing the donor or acceptor also changes the coupling or the dipole difference, the maxima can move. The theorems concern real numbers; they say nothing about the rounding error or convergence of a particular program.
